# When valence and confined core orbitals are orthonormal, adding core orbitals to the valence orbital and normalizing divides its outside charge by one plus the added core charge

Put a valence orbital $(0,1)$ on the second of two sites and a core orbital $(1,0)$ on the first, and mix the core orbital in with amplitude $a$ to get $(a,1)$. Scaling this back to total charge one leaves $1/(1+|a|^2)$ on the second site, where the valence orbital had charge one, although the mixing itself never touched that site.

```lean
import Mathlib

open Finset

namespace PhillipsKleinmanCharge

noncomputable section

variable {ι κ : Type*} [Fintype ι] [Fintype κ]

/-- The Hermitian overlap of two orbitals given by their amplitudes. -/
def overlap (f g : ι → ℂ) : ℂ := ∑ i, star (f i) * g i

/-- The charge of an orbital in a region `T`: the sum of its squared moduli there. -/
def charge {ι : Type*} (T : Finset ι) (f : ι → ℂ) : ℝ := ∑ i ∈ T, ‖f i‖ ^ 2

/-- The orbital divided by the square root of its total charge, for a nonzero orbital. -/
def normalized (f : ι → ℂ) : ι → ℂ :=
  fun i => (((Real.sqrt (charge univ f))⁻¹ : ℝ) : ℂ) * f i

/-- The valence orbital `v` with core orbitals `c j` mixed in with amplitudes `a j`,
before normalization. -/
def pseudo (v : ι → ℂ) (c : κ → ι → ℂ) (a : κ → ℂ) : ι → ℂ :=
  fun i => v i + ∑ j, a j * c j i

/-- The valence and core orbitals are orthonormal, and every core orbital vanishes
outside the core region `S`. -/
structure CoreValence [DecidableEq κ] (S : Finset ι) (v : ι → ℂ) (c : κ → ι → ℂ) :
    Prop where
  valence_norm : overlap v v = 1
  core_valence : ∀ j, overlap (c j) v = 0
  core_core : ∀ j k, overlap (c j) (c k) = if j = k then 1 else 0
  core_local : ∀ j, ∀ i ∉ S, c j i = 0

/-- Exchanging two orbitals conjugates their overlap. -/
theorem overlap_star (f g : ι → ℂ) : star (overlap f g) = overlap g f := by
  simp only [overlap, star_sum, star_mul, star_star]

/-- The overlap with a mixed orbital is the sum of the overlaps with its components,
weighted by the mixing amplitudes. -/
theorem overlap_pseudo (f v : ι → ℂ) (c : κ → ι → ℂ) (a : κ → ℂ) :
    overlap f (pseudo v c a) = overlap f v + ∑ j, a j * overlap f (c j) := by
  simp only [overlap, pseudo, mul_add, Finset.sum_add_distrib, Finset.mul_sum]
  congr 1
  rw [Finset.sum_comm]
  exact Finset.sum_congr rfl fun j _ => Finset.sum_congr rfl fun i _ => by ring

/-- The total charge of an orbital is its overlap with itself. -/
theorem charge_eq_overlap (f : ι → ℂ) : ((charge univ f : ℝ) : ℂ) = overlap f f := by
  simp only [charge, overlap, Complex.ofReal_sum]
  refine Finset.sum_congr rfl fun i _ => ?_
  rw [← Complex.normSq_eq_norm_sq]
  exact Complex.normSq_eq_conj_mul_self

/-- The charge of a normalized orbital in any region, times the total charge before
normalization, is the charge in that region before normalization. -/
theorem total_mul_charge_normalized (T : Finset ι) (f : ι → ℂ) :
    charge univ f * charge T (normalized f) = charge T f := by
  have hN : 0 ≤ charge univ f := Finset.sum_nonneg fun i _ => sq_nonneg _
  have key : ∀ i, charge univ f * ‖normalized f i‖ ^ 2 = ‖f i‖ ^ 2 := by
    intro i
    have hi : ‖f i‖ ^ 2 ≤ charge univ f :=
      Finset.single_le_sum (f := fun i => ‖f i‖ ^ 2) (fun j _ => sq_nonneg _)
        (Finset.mem_univ i)
    have hn : ‖normalized f i‖ ^ 2 = (charge univ f)⁻¹ * ‖f i‖ ^ 2 := by
      simp only [normalized]
      rw [norm_mul, mul_pow, Complex.norm_real, Real.norm_eq_abs, sq_abs, inv_pow,
        Real.sq_sqrt hN]
    rw [hn]
    rcases hN.eq_or_lt with h | h
    · -- an orbital without charge vanishes everywhere
      rw [← h] at hi ⊢
      rw [zero_mul]
      exact (le_antisymm hi (sq_nonneg _)).symm
    · rw [← mul_assoc, mul_inv_cancel₀ h.ne', one_mul]
  calc charge univ f * charge T (normalized f)
      = ∑ i ∈ T, charge univ f * ‖normalized f i‖ ^ 2 := Finset.mul_sum _ _ _
    _ = charge T f := Finset.sum_congr rfl fun i _ => key i

variable [DecidableEq κ] {S : Finset ι} {v : ι → ℂ} {c : κ → ι → ℂ}

/-- For orthonormal valence and core orbitals, mixing in core amplitudes `a j` raises
the total charge before normalization from one to `1 + ∑ |a j|²`. -/
theorem total_charge_pseudo (h : CoreValence S v c) (a : κ → ℂ) :
    charge univ (pseudo v c a) = 1 + ∑ j, ‖a j‖ ^ 2 := by
  have hvc : ∀ j, overlap v (c j) = 0 := fun j => by
    rw [← overlap_star, h.core_valence, star_zero]
  have hv : overlap (pseudo v c a) v = 1 := by
    rw [← overlap_star, overlap_pseudo, h.valence_norm]
    simp [hvc]
  -- projection on a core orbital recovers its mixing amplitude
  have hc : ∀ j, overlap (pseudo v c a) (c j) = star (a j) := fun j => by
    rw [← overlap_star, overlap_pseudo, h.core_valence, zero_add]
    simp [h.core_core]
  have ha : ∀ j, a j * star (a j) = ((‖a j‖ ^ 2 : ℝ) : ℂ) := fun j => by
    rw [← Complex.normSq_eq_norm_sq]
    exact Complex.mul_conj _
  apply Complex.ofReal_injective
  rw [charge_eq_overlap, overlap_pseudo, hv]
  simp only [hc, ha, Complex.ofReal_add, Complex.ofReal_one, Complex.ofReal_sum]

variable [DecidableEq ι]

/-- For orthonormal valence and core orbitals, with the core orbitals confined to `S`,
the normalized mixed orbital has the valence charge outside `S` divided by
`1 + ∑ |a j|²`. -/
theorem outside_charge (h : CoreValence S v c) (a : κ → ℂ) :
    charge Sᶜ (normalized (pseudo v c a)) =
      charge Sᶜ v / (1 + ∑ j, ‖a j‖ ^ 2) := by
  have hp : 0 < 1 + ∑ j, ‖a j‖ ^ 2 := by positivity
  -- outside the core region the amplitudes are those of the valence orbital
  have hout : charge Sᶜ (pseudo v c a) = charge Sᶜ v := by
    refine Finset.sum_congr rfl fun i hi => ?_
    have hz : ∀ j, c j i = 0 := fun j => h.core_local j i (Finset.mem_compl.mp hi)
    simp [pseudo, hz]
  have h1 := total_mul_charge_normalized Sᶜ (pseudo v c a)
  rw [total_charge_pseudo h a, hout] at h1
  rw [eq_div_iff hp.ne', mul_comm]
  exact h1

/-- For orthonormal valence and core orbitals, with the core orbitals confined to `S`, the charge of
the normalized mixed orbital in `S` is that of the valence orbital plus the fraction `A / (1 + A)`
of the outside valence charge, where `A = ∑ |a j|²`. -/
theorem inward_charge_shift (h : CoreValence S v c) (a : κ → ℂ) :
    charge S (normalized (pseudo v c a)) = charge S v +
      (∑ j, ‖a j‖ ^ 2) / (1 + ∑ j, ‖a j‖ ^ 2) * charge Sᶜ v := by
  have hp : 0 < 1 + ∑ j, ‖a j‖ ^ 2 := by positivity
  have hsplit : ∀ f : ι → ℂ, charge S f + charge Sᶜ f = charge univ f :=
    fun f => Finset.sum_add_sum_compl S _
  have hv : charge univ v = 1 := by
    apply Complex.ofReal_injective
    rw [charge_eq_overlap, h.valence_norm, Complex.ofReal_one]
  have hw : charge univ (normalized (pseudo v c a)) = 1 := by
    have h1 := total_mul_charge_normalized univ (pseudo v c a)
    rw [total_charge_pseudo h a] at h1
    exact mul_left_cancel₀ hp.ne' (h1.trans (mul_one _).symm)
  have e : (∑ j, ‖a j‖ ^ 2) / (1 + ∑ j, ‖a j‖ ^ 2) * charge Sᶜ v =
      charge Sᶜ v - charge Sᶜ v / (1 + ∑ j, ‖a j‖ ^ 2) := by
    rw [div_mul_eq_mul_div, eq_sub_iff_add_eq, ← add_div, div_eq_iff hp.ne']
    ring
  -- both orbitals carry total charge one
  linarith [hsplit v, hsplit (normalized (pseudo v c a)), outside_charge h a]

/-- For orthonormal valence and core orbitals, with the core orbitals confined to `S`, the
normalized mixed orbital has strictly less charge outside `S` than the valence orbital exactly when
some core amplitude is nonzero and the valence orbital is nonzero somewhere outside `S`. -/
theorem outside_charge_lt_iff (h : CoreValence S v c) (a : κ → ℂ) :
    charge Sᶜ (normalized (pseudo v c a)) < charge Sᶜ v ↔
      (∃ j, a j ≠ 0) ∧ ∃ i, i ∉ S ∧ v i ≠ 0 := by
  have hp : 0 < 1 + ∑ j, ‖a j‖ ^ 2 := by positivity
  rw [outside_charge h a, div_lt_iff₀ hp]
  constructor
  · intro hlt
    constructor
    · by_contra hn
      push Not at hn
      simp [hn] at hlt
    · by_contra hn
      push Not at hn
      have hq : charge Sᶜ v = 0 := Finset.sum_eq_zero fun i hi => by
        simp [hn i (Finset.mem_compl.mp hi)]
      simp [hq] at hlt
  · rintro ⟨⟨j, hj⟩, i, hi, hvi⟩
    have hA : 0 < ∑ j, ‖a j‖ ^ 2 :=
      Finset.sum_pos' (fun _ _ => sq_nonneg _)
        ⟨j, Finset.mem_univ j, pow_pos (norm_pos_iff.mpr hj) 2⟩
    have hq : 0 < charge Sᶜ v :=
      Finset.sum_pos' (fun _ _ => sq_nonneg _)
        ⟨i, Finset.mem_compl.mpr hi, pow_pos (norm_pos_iff.mpr hvi) 2⟩
    linarith [mul_pos hq hA, mul_add (charge Sᶜ v) 1 (∑ j, ‖a j‖ ^ 2)]

/-- On three sites with core region `{0, 1}`, the valence orbital `(9/25, 12/25, 4/5)`
and the single core orbital `(4/5, -3/5, 0)` meet the orthonormality and confinement
conditions. -/
theorem coreValence_witness :
    CoreValence ({0, 1} : Finset (Fin 3)) ![9 / 25, 12 / 25, 4 / 5]
      (fun _ : Fin 1 => ![4 / 5, -3 / 5, 0]) where
  valence_norm := by norm_num [overlap, Fin.sum_univ_succ, map_ofNat]
  core_valence := by
    intro j
    norm_num [overlap, Fin.sum_univ_succ, map_ofNat]
  core_core := by
    intro j k
    rw [if_pos (Subsingleton.elim j k)]
    norm_num [overlap, Fin.sum_univ_succ, map_ofNat]
  core_local := by
    intro j i hi
    fin_cases i <;> simp at hi ⊢

end

end PhillipsKleinmanCharge
```

```lean
#print axioms PhillipsKleinmanCharge.inward_charge_shift
-- 'PhillipsKleinmanCharge.inward_charge_shift' depends on axioms: [propext, Classical.choice, Quot.sound]
#print axioms PhillipsKleinmanCharge.outside_charge_lt_iff
-- 'PhillipsKleinmanCharge.outside_charge_lt_iff' depends on axioms: [propext, Classical.choice, Quot.sound]
```

## Where the valence charge goes

A valence orbital is orthogonal to the core orbitals, and where some of these have the same angular momentum, this gives it radial nodes and rapid oscillations near the nucleus. In the Phillips–Kleinman construction, a term added to the one-electron Hamiltonian raises the core levels to the valence energy. Any mixture of the valence orbital with core orbitals is then an eigenfunction at that energy, and the freedom can be used to choose a smoother orbital in the core region. The question is what this choice does to the charge outside the core, where bonding takes place.

Write $v$ for the valence orbital, $c_j$ for the core orbitals and $a_j$ for the complex mixing amplitudes. The mixed orbital before normalization is

$$p = v+\sum_j a_j c_j, \qquad A=\sum_j |a_j|^2 ,$$

and $w$ is $p$ scaled to total charge one. If $v$ and the $c_j$ are orthonormal and the $c_j$ vanish outside a core region $S$, the charge of $w$ outside $S$ is that of $v$ divided by $1+A$. The missing part is found inside $S$.

For pseudopotentials in electronic-structure calculations, this gives the size of the norm-conservation error of such an orbital, within a finite one-electron model with strictly confined core orbitals. A norm-conserving pseudo-orbital has to carry the same charge outside the core as the valence orbital it replaces, and $w$ does so only when $A=0$ or when $v$ has no charge outside.

## Orbitals, regions and the core conditions in Lean

An orbital is a function `ι → ℂ` on a finite set of sites, which may be read as grid points with the square root of the cell volume absorbed into each amplitude. The type `κ` labels the core orbitals, again finitely many. Three definitions fix the conventions:

- `overlap f g` is $\langle f,g\rangle=\sum_i \overline{f_i}\,g_i$, conjugate-linear in the first argument.
- `charge T f` is $Q_T(f)=\sum_{i\in T}|f_i|^2$. It is a nonnegative number, counted in electrons and without the sign of the electron's charge. Below, $Q(f)$ without a subscript is the total over all sites.
- `pseudo v c a` is the unnormalized $p$, and `normalized (pseudo v c a)` is $w$.

The letter `S` is the core region, not an overlap matrix, and `Sᶜ` is its complement. The letter `c` stands for the core orbitals themselves, while the expansion coefficients are `a`.

The structure `CoreValence S v c` collects the physical assumptions: $v$ has norm one, each $c_j$ is orthogonal to $v$, the $c_j$ are orthonormal among themselves, and each $c_j$ is zero at every site outside $S$. The amplitudes are arbitrary. No Hamiltonian appears, so the results hold for whatever criterion is used to choose the $a_j$.

Under these assumptions, three theorems describe the charge:

- `outside_charge` states $Q_{S^c}(w)=Q_{S^c}(v)/(1+A)$.
- `inward_charge_shift` states $Q_S(w)=Q_S(v)+\frac{A}{1+A}\,Q_{S^c}(v)$.
- `outside_charge_lt_iff` states that the outside charge strictly decreases exactly when some $a_j$ is nonzero and $v$ is nonzero at some site outside $S$.

Strict confinement is an idealization of a real atom. Atomic core orbitals decay exponentially but do not vanish beyond a radius, so their tails change the outside amplitudes of $p$ and add cross terms with $v$ to the outside charge. The formula is then an approximation, good when the tails, multiplied by their mixing amplitudes, are small compared with $v$ beyond the chosen core radius.

## Mixing raises the total charge to $1+A$

The overlap is linear in its second argument, so for any orbital $f$

$$\langle f,p\rangle=\langle f,v\rangle+\sum_j a_j\langle f,c_j\rangle .$$

This is `overlap_pseudo`. Its proof expands the products and exchanges the sums over sites and core orbitals with `Finset.sum_comm`.

Taking $f=c_j$ and using orthonormality gives

$$\langle c_j,p\rangle=\langle c_j,v\rangle+\sum_k a_k\langle c_j,c_k\rangle=0+a_j=a_j .$$

Taking $f=v$ gives $\langle v,p\rangle=1$, because $\langle v,c_j\rangle=\overline{\langle c_j,v\rangle}=0$. Conjugating both results turns them into $\langle p,c_j\rangle=\overline{a_j}$ and $\langle p,v\rangle=1$. Finally, taking $f=p$,

$$Q(p)=\langle p,p\rangle=\langle p,v\rangle+\sum_j a_j\langle p,c_j\rangle=1+\sum_j a_j\overline{a_j}=1+A .$$

The theorem `total_charge_pseudo` follows the same path. Its steps `hv` and `hc` are the two conjugated overlaps, with `overlap_star` supplying the conjugation, and `ha` is $a_j\overline{a_j}=|a_j|^2$. Charges are real and overlaps are complex, so the proof first moves the claim into $\mathbb{C}$ by `Complex.ofReal_injective` and then uses `charge_eq_overlap`, which says $Q(f)=\langle f,f\rangle$.

## Outside the core only the normalization acts

At a site $i\notin S$ every $c_j$ is zero, so $p_i=v_i$. Summing squared moduli gives

$$Q_{S^c}(p)=Q_{S^c}(v).$$

Normalization multiplies every amplitude by $1/\sqrt{Q(p)}$, and hence every regional charge by $1/Q(p)$:

$$Q_{S^c}(w)=\frac{Q_{S^c}(p)}{Q(p)}=\frac{Q_{S^c}(v)}{1+A}.$$

The general scaling rule is `total_mul_charge_normalized`, written as a product, $Q(f)\,Q_T(w_f)=Q_T(f)$, where $w_f$ is `normalized f`. In this form it also holds for the zero orbital, which `normalized` sends to itself; the proof treats that case separately from the case of positive total charge.

In `outside_charge`, the step `hout` is the equality of the outside charges of $p$ and $v$. The scaling rule is then rewritten with the known total $1+A$, and `eq_div_iff` turns the product into the quotient, which is allowed because $1+A>0$.

## The lost charge reappears inside

Both $v$ and $w$ have total charge one, and each total splits into the part in $S$ and the part outside. Therefore

$$Q_S(w)=1-\frac{Q_{S^c}(v)}{1+A},\qquad Q_S(v)=1-Q_{S^c}(v),$$

and subtracting the second from the first gives

$$Q_S(w)-Q_S(v)=Q_{S^c}(v)\left(1-\frac{1}{1+A}\right)=\frac{A}{1+A}\,Q_{S^c}(v).$$

In `inward_charge_shift`, `hsplit` is the division into two regions, while `hv` and `hw` are the two unit totals. The second of these comes from the scaling rule over all sites, after cancelling the factor $1+A$. The step `e` is the identity for the bracket above, and `linarith` combines these equations with `outside_charge`.

## When the outside charge strictly falls

Since $1+A>0$,

$$\frac{Q_{S^c}(v)}{1+A}<Q_{S^c}(v)\iff Q_{S^c}(v)<Q_{S^c}(v)\,(1+A)\iff 0<A\,Q_{S^c}(v).$$

Both factors on the right are sums of squared moduli and so are nonnegative. Their product is positive exactly when each is positive, which means that some $a_j\neq0$ and that $v_i\neq0$ for some $i\notin S$.

The proof of `outside_charge_lt_iff` clears the denominator with `div_lt_iff₀`. In the forward direction it assumes that one of the two conditions fails; then $A=0$ or $Q_{S^c}(v)=0$, and the strict inequality becomes a number being less than itself. In the reverse direction, `Finset.sum_pos'` makes each sum positive because at least one of its terms is nonzero.

## Three sites with valence charge in both regions

In the two-site example the valence orbital has no charge in the core. The theorem `coreValence_witness` gives a case where it has charge in both regions, with core sites 0 and 1, one core orbital $(4/5,-3/5,0)$ and the valence orbital $(9/25,12/25,4/5)$. It checks that this pair satisfies all the conditions in `CoreValence`. The valence charge is $9/25$ inside and $16/25$ outside.

With $a=1$ the unnormalized sum is $(29/25,-3/25,4/5)$, whose total charge is $2$. After normalization the outside charge is $8/25$, half its former value, and the inside charge is $17/25$. The gain of $8/25$ inside equals the loss outside, as the shift formula gives for $A=1$. The numbers illustrate only the charges: this mixture changes sign between neighbouring sites, while the valence orbital does not, so it is not a smoother orbital.

The two ends of the range of $A$ are simple. For small amplitudes the outside loss is approximately $A\,Q_{S^c}(v)$, of second order in the $a_j$. As $A$ grows without bound, the outside charge tends to zero and $w$ becomes almost entirely a combination of core orbitals.
